# Two radial compensation shapes with merging second moments need diverging amplitudes, unless the target moment fits the fixed shape

Two radial shapes, each of unit total charge, with different finite second moments $A$ and $B$ reproduce any total charge $Q$ and second moment $M$ with exactly one pair of amplitudes. If $B$ tends to $A$ while $A$, $Q$ and $M$ stay fixed and $M\neq QA$, both amplitudes grow without bound in absolute value.

In Lean 4 with Mathlib:

```lean
import Mathlib

open MeasureTheory Filter Topology

namespace PAWCompensationCharge

noncomputable section

/-- The radial moment of order `n` of a spherical density `g`: the integral of
`r ^ n * g r` over all space, written in the radial coordinate. -/
def radialMoment (n : ℕ) (g : ℝ → ℝ) : ℝ :=
  4 * Real.pi * ∫ r in Set.Ioi (0 : ℝ), r ^ (n + 2) * g r

/-- A normalized radial shape: its charge and second moment are given by convergent
integrals, and its total charge is one. -/
structure IsShape (g : ℝ → ℝ) : Prop where
  integrable_charge : IntegrableOn (fun r => r ^ 2 * g r) (Set.Ioi (0 : ℝ))
  integrable_second : IntegrableOn (fun r => r ^ 4 * g r) (Set.Ioi (0 : ℝ))
  normalized : radialMoment 0 g = 1

/-- The compensation charge density built from two shapes with amplitudes `c.1` and `c.2`. -/
def compensation (c : ℝ × ℝ) (g h : ℝ → ℝ) : ℝ → ℝ :=
  fun r => c.1 * g r + c.2 * h r

/-- The amplitudes `c` give the compensation charge total charge `Q` and second moment `M`. -/
def Matches (g h : ℝ → ℝ) (Q M : ℝ) (c : ℝ × ℝ) : Prop :=
  radialMoment 0 (compensation c g h) = Q ∧ radialMoment 2 (compensation c g h) = M

/-- A moment of the compensation charge is the superposition of the moments of the two
shapes, provided that both moment integrals converge. -/
theorem radialMoment_compensation (n : ℕ) (c : ℝ × ℝ) {g h : ℝ → ℝ}
    (hg : IntegrableOn (fun r => r ^ (n + 2) * g r) (Set.Ioi (0 : ℝ)))
    (hh : IntegrableOn (fun r => r ^ (n + 2) * h r) (Set.Ioi (0 : ℝ))) :
    radialMoment n (compensation c g h)
      = c.1 * radialMoment n g + c.2 * radialMoment n h := by
  have e : (fun r : ℝ => r ^ (n + 2) * compensation c g h r)
      = fun r => c.1 * (r ^ (n + 2) * g r) + c.2 * (r ^ (n + 2) * h r) := by
    funext r
    simp only [compensation]
    ring
  unfold radialMoment
  rw [e, integral_add (Integrable.const_mul hg c.1) (Integrable.const_mul hh c.2),
    integral_const_mul, integral_const_mul]
  ring

/-- For normalized shapes, matching charge and second moment amounts to two linear
equations for the amplitudes. -/
theorem matches_iff_linear {g h : ℝ → ℝ} (hg : IsShape g) (hh : IsShape h)
    (Q M : ℝ) (c : ℝ × ℝ) :
    Matches g h Q M c ↔
      c.1 + c.2 = Q ∧ c.1 * radialMoment 2 g + c.2 * radialMoment 2 h = M := by
  unfold Matches
  rw [radialMoment_compensation 0 c hg.integrable_charge hh.integrable_charge,
    radialMoment_compensation 2 c hg.integrable_second hh.integrable_second,
    hg.normalized, hh.normalized, mul_one, mul_one]

/-- For normalized shapes with different second moments, the matching amplitudes are given
by an explicit formula with the difference of the second moments in the denominator. -/
theorem matches_iff {g h : ℝ → ℝ} (hg : IsShape g) (hh : IsShape h)
    (hAB : radialMoment 2 g ≠ radialMoment 2 h) (Q M : ℝ) (c : ℝ × ℝ) :
    Matches g h Q M c ↔
      c = ((Q * radialMoment 2 h - M) / (radialMoment 2 h - radialMoment 2 g),
        (M - Q * radialMoment 2 g) / (radialMoment 2 h - radialMoment 2 g)) := by
  have hd : radialMoment 2 h - radialMoment 2 g ≠ 0 := sub_ne_zero.2 hAB.symm
  rw [matches_iff_linear hg hh]
  constructor
  · rintro ⟨h1, h2⟩
    exact Prod.ext
      ((eq_div_iff hd).2 (by linear_combination radialMoment 2 h * h1 - h2))
      ((eq_div_iff hd).2 (by linear_combination h2 - radialMoment 2 g * h1))
  · rintro rfl
    constructor
    · dsimp only
      rw [← add_div, div_eq_iff hd]
      ring
    · dsimp only
      rw [div_mul_eq_mul_div, div_mul_eq_mul_div, ← add_div, div_eq_iff hd]
      ring

/-- Two normalized shapes with different second moments reproduce any prescribed total
charge and second moment with exactly one pair of amplitudes. -/
theorem existsUnique_amplitudes {g h : ℝ → ℝ} (hg : IsShape g) (hh : IsShape h)
    (hAB : radialMoment 2 g ≠ radialMoment 2 h) (Q M : ℝ) :
    ∃! c : ℝ × ℝ, Matches g h Q M c :=
  ⟨_, (matches_iff hg hh hAB Q M _).2 rfl, fun c hc => (matches_iff hg hh hAB Q M c).1 hc⟩

/-- If `x * d = n`, where `d` tends to zero and `n` tends to a nonzero limit, then the
absolute value of `x` tends to infinity. -/
theorem abs_tendsto_atTop_of_mul_eq {ι : Type*} {l : Filter ι} {x d n : ι → ℝ} {L : ℝ}
    (hx : ∀ i, x i * d i = n i) (hd : Tendsto d l (𝓝 0)) (hn : Tendsto n l (𝓝 L))
    (hL : L ≠ 0) : Tendsto (fun i => |x i|) l atTop := by
  have hL' : 0 < |L| := abs_pos.2 hL
  refine tendsto_atTop.2 fun K => ?_
  have h1 : ∀ᶠ i in l, |L| / 2 < |n i| := hn.abs.eventually_const_lt (by linarith)
  have h2 : ∀ᶠ i in l, |d i| < |L| / 2 / (|K| + 1) :=
    hd.abs.eventually_lt_const (by rw [abs_zero]; positivity)
  filter_upwards [h1, h2] with i a b
  -- a bounded `x` would make the product too small
  by_contra hk
  have hk' : |x i| < K := not_le.1 hk
  rw [lt_div_iff₀ (by positivity)] at b
  have e : |n i| = |x i| * |d i| := by rw [← abs_mul, hx i]
  nlinarith [mul_le_mul_of_nonneg_right (hk'.le.trans (le_abs_self K)) (abs_nonneg (d i)),
    abs_nonneg (d i)]

/-- Let the second moments of a family of normalized shapes `h i` approach that of a fixed
normalized shape `g`. If `M` differs from `Q` times the second moment of `g`, both amplitudes
that match charge `Q` and second moment `M` grow without bound in absolute value. -/
theorem amplitudes_diverge {ι : Type*} {l : Filter ι} {g : ℝ → ℝ} {h : ι → ℝ → ℝ}
    {c : ι → ℝ × ℝ} {Q M : ℝ} (hg : IsShape g) (hh : ∀ i, IsShape (h i))
    (hB : Tendsto (fun i => radialMoment 2 (h i)) l (𝓝 (radialMoment 2 g)))
    (hc : ∀ i, Matches g (h i) Q M (c i)) (hM : M ≠ Q * radialMoment 2 g) :
    Tendsto (fun i => |(c i).1|) l atTop ∧ Tendsto (fun i => |(c i).2|) l atTop := by
  have hlin := fun i => (matches_iff_linear hg (hh i) Q M (c i)).1 (hc i)
  have hd : Tendsto (fun i => radialMoment 2 (h i) - radialMoment 2 g) l (𝓝 0) := by
    have := hB.sub_const (radialMoment 2 g)
    rwa [sub_self] at this
  constructor
  · exact abs_tendsto_atTop_of_mul_eq
      (n := fun i => Q * radialMoment 2 (h i) - M)
      (fun i => by linear_combination radialMoment 2 (h i) * (hlin i).1 - (hlin i).2)
      hd ((hB.const_mul Q).sub_const M) (sub_ne_zero.2 hM.symm)
  · exact abs_tendsto_atTop_of_mul_eq
      (n := fun _ => M - Q * radialMoment 2 g)
      (fun i => by linear_combination (hlin i).2 - radialMoment 2 g * (hlin i).1)
      hd tendsto_const_nhds (sub_ne_zero.2 hM)

/-- At fixed total charge, a change of the prescribed second moment changes each amplitude by
that amount divided by the difference of the shapes' second moments, in absolute value, for
normalized shapes whose second moments differ. -/
theorem amplitude_sensitivity {g h : ℝ → ℝ} (hg : IsShape g) (hh : IsShape h)
    (hAB : radialMoment 2 g ≠ radialMoment 2 h) {Q M M' : ℝ} {c c' : ℝ × ℝ}
    (hc : Matches g h Q M c) (hc' : Matches g h Q M' c') :
    |c.1 - c'.1| = |M - M'| / |radialMoment 2 h - radialMoment 2 g| ∧
      |c.2 - c'.2| = |M - M'| / |radialMoment 2 h - radialMoment 2 g| := by
  have hd : |radialMoment 2 h - radialMoment 2 g| ≠ 0 :=
    abs_ne_zero.2 (sub_ne_zero.2 hAB.symm)
  obtain ⟨h1, h2⟩ := (matches_iff_linear hg hh Q M c).1 hc
  obtain ⟨k1, k2⟩ := (matches_iff_linear hg hh Q M' c').1 hc'
  constructor
  · rw [eq_div_iff hd, ← abs_mul, ← abs_neg (M - M')]
    congr 1
    linear_combination radialMoment 2 h * (h1 - k1) - (h2 - k2)
  · rw [eq_div_iff hd, ← abs_mul]
    congr 1
    linear_combination (h2 - k2) - radialMoment 2 g * (h1 - k1)

/-- If the prescribed second moment is `Q` times that of the first shape, the first shape
alone carries the charge, for normalized shapes with different second moments. -/
theorem matches_exceptional {g h : ℝ → ℝ} (hg : IsShape g) (hh : IsShape h)
    (hAB : radialMoment 2 g ≠ radialMoment 2 h) (Q : ℝ) (c : ℝ × ℝ) :
    Matches g h Q (Q * radialMoment 2 g) c ↔ c = (Q, 0) := by
  have hd : radialMoment 2 h - radialMoment 2 g ≠ 0 := sub_ne_zero.2 hAB.symm
  have e : (Q * radialMoment 2 h - Q * radialMoment 2 g)
      / (radialMoment 2 h - radialMoment 2 g) = Q := by
    rw [div_eq_iff hd]
    ring
  rw [matches_iff hg hh hAB, e, sub_self, zero_div]

/-- The density of a uniformly charged ball of radius `R` and unit charge, for `R > 0`. -/
def uniformBall (R : ℝ) : ℝ → ℝ :=
  fun r => if r ≤ R then 3 / (4 * Real.pi * R ^ 3) else 0

/-- A uniformly charged ball of radius `R > 0` is a normalized shape with second moment
`3 R ^ 2 / 5`. -/
theorem uniformBall_witness {R : ℝ} (hR : 0 < R) :
    IsShape (uniformBall R) ∧ radialMoment 2 (uniformBall R) = 3 * R ^ 2 / 5 := by
  have hR' : R ≠ 0 := hR.ne'
  have hpi : Real.pi ≠ 0 := Real.pi_ne_zero
  have hf : ∀ k : ℕ, (fun r : ℝ => r ^ k * uniformBall R r)
      = (Set.Iic R).indicator (fun r => r ^ k * (3 / (4 * Real.pi * R ^ 3))) := by
    intro k
    funext r
    by_cases h : r ≤ R <;> simp [uniformBall, Set.indicator, h]
  -- the density is cut off at `R`, so the integrals run from `0` to `R`
  have hint : ∀ k : ℕ,
      IntegrableOn (fun r : ℝ => r ^ k * uniformBall R r) (Set.Ioi (0 : ℝ)) := by
    intro k
    rw [hf k, IntegrableOn, integrable_indicator_iff measurableSet_Iic, IntegrableOn,
      Measure.restrict_restrict measurableSet_Iic, Set.inter_comm, Set.Ioi_inter_Iic]
    exact Continuous.integrableOn_Ioc (by fun_prop)
  have hval : ∀ k : ℕ, ∫ r in Set.Ioi (0 : ℝ), r ^ k * uniformBall R r
      = R ^ (k + 1) / ((k : ℝ) + 1) * (3 / (4 * Real.pi * R ^ 3)) := by
    intro k
    rw [hf k, setIntegral_indicator measurableSet_Iic, Set.Ioi_inter_Iic,
      ← intervalIntegral.integral_of_le hR.le, intervalIntegral.integral_mul_const,
      integral_pow, zero_pow (by omega : k + 1 ≠ 0), sub_zero]
  refine ⟨⟨hint 2, hint 4, ?_⟩, ?_⟩
  · rw [radialMoment, hval (0 + 2)]
    push_cast
    field_simp
    ring
  · rw [radialMoment, hval (2 + 2)]
    push_cast
    field_simp
    ring

end

end PAWCompensationCharge
```

```lean
#print axioms PAWCompensationCharge.radialMoment_compensation
#print axioms PAWCompensationCharge.existsUnique_amplitudes
#print axioms PAWCompensationCharge.amplitude_sensitivity
#print axioms PAWCompensationCharge.matches_exceptional
```

```
'PAWCompensationCharge.radialMoment_compensation' depends on axioms: [propext, Classical.choice, Quot.sound]
'PAWCompensationCharge.existsUnique_amplitudes' depends on axioms: [propext, Classical.choice, Quot.sound]
'PAWCompensationCharge.amplitude_sensitivity' depends on axioms: [propext, Classical.choice, Quot.sound]
'PAWCompensationCharge.matches_exceptional' depends on axioms: [propext, Classical.choice, Quot.sound]
```

## Charge and second moment in PAW

In the projector augmented-wave method, a compensation charge is added to the smooth density inside each atomic sphere so that the electrostatics outside come out right. For a spherical density the total charge fixes the outside potential. The second moment $\int r^2\rho\,d^3r$ sets the $G^2$ term of the Fourier transform at small wave vector $G$, and so affects the average potential in a periodic cell. The usual PAW condition is only that multipole moments match, which for a spherical density means the total charge. The model here prescribes the second moment as well, and two radial shapes $g$ and $h$ offer two amplitudes to fix both numbers:

$$\rho(r)=c_1g(r)+c_2h(r).$$

In the code, `radialMoment n g` is $4\pi\int_0^\infty r^{n+2}g(r)\,dr$. Order 0 is the charge. Order 2 is the second moment, which for a nonnegative density of unit charge is the mean square radius; it is not a quadrupole moment. `IsShape` requires both integrals to converge and the charge to be one; it demands neither positivity, smoothness nor confinement to a sphere. `compensation` is $\rho$, with `c.1` and `c.2` for $c_1$ and $c_2$, and `Matches` says that $\rho$ has charge $Q$ and second moment $M$.

The values of $Q$ and $M$ for an actual atom are taken as given. Angular multipoles do not enter.

## From two integrals to two amplitudes

Because the integral is linear, each moment of $\rho$ is the same combination of the moments of $g$ and $h$ (`radialMoment_compensation`). With unit charges, and with $A$ and $B$ for the second moments of $g$ and $h$, this gives `matches_iff_linear`:

$$c_1+c_2=Q,\qquad c_1A+c_2B=M.$$

Subtracting the second equation from $B$ times the first, and then $A$ times the first from the second, gives

$$c_1(B-A)=QB-M,\qquad c_2(B-A)=M-QA.$$

For $A\neq B$ we may divide:

$$c_1=\frac{QB-M}{B-A},\qquad c_2=\frac{M-QA}{B-A}.$$

These values satisfy both equations, since

$$c_1+c_2=\frac{Q(B-A)}{B-A}=Q,\qquad c_1A+c_2B=\frac{M(B-A)}{B-A}=M.$$

This is `matches_iff`, where `linear_combination` performs the two eliminations; `existsUnique_amplitudes` reads off existence and uniqueness.

## Nearly equal second moments

As $B\to A$, the right-hand sides of the product equations tend to $QA-M$ and $M-QA$. Both limits are nonzero if $M\neq QA$, while the factor $B-A$ vanishes, so $|c_1|$ and $|c_2|$ must diverge. `amplitudes_diverge` states this for a family `h i` of shapes with matching amplitudes `c i`. It needs no separate assumption that the second moments differ: at $B=A$ the two equations would force $M=QA$, so no matching pair would exist.

Now compare targets $M$ and $M'$ at the same $Q$, with amplitudes $c$ and $c'$. Subtracting the product equations gives

$$|c_1-c_1'|=|c_2-c_2'|=\frac{|M-M'|}{|B-A|}.$$

This is `amplitude_sensitivity`, the ill-conditioning in quantitative form. If $M=QA$, `matches_exceptional` gives the amplitudes $(Q,0)$ for every $B\neq A$. They stay bounded, but an error in $M$ still enters each amplitude multiplied by $1/|B-A|$, which grows without bound as $B\to A$.

Uniformly charged balls provide an example. For radius $R>0$ the density is $3/(4\pi R^3)$ inside, so the charge is $(3/R^3)(R^3/3)=1$ and the second moment is $(3/R^3)(R^5/5)=3R^2/5$. `uniformBall_witness` proves this by reducing the integrals to the interval from $0$ to $R$. For radii 1 and 1.1 in a chosen length unit, $B-A=0.126$ in that unit squared, and an error in $M$ enters each amplitude multiplied by $1/0.126$, about eight, in the inverse square of that unit.

## Divergence through a filter

The limit is written with `Tendsto` along an arbitrary filter `l`, which specifies what "eventually" means for the index. The same theorem therefore serves a sequence of shapes or a continuously varied width, provided that shapes with $B=A$, for which no matching pair exists, are left out of the index set.

The lemma `abs_tendsto_atTop_of_mul_eq` treats $x_id_i=n_i$ with $d_i\to0$ and $n_i\to L\neq0$. Given a bound $K$, eventually

$$|n_i|>\frac{|L|}{2},\qquad |d_i|<\frac{|L|}{2(|K|+1)}.$$

`filter_upwards` combines these two statements, leaving an inequality at a single index. If $|x_i|<K$ held there, then $|n_i|=|x_i||d_i|\le(|K|+1)|d_i|<|L|/2$, a contradiction. Hence $|x_i|\ge K$ eventually, for every $K$. The lemma is applied once to each product equation, with $d_i=B_i-A$, where $B_i$ is the second moment of `h i`.
